# In an orthonormal basis, the total ICOHP is at most the band energy relative to the lowest site filling

Q: Two unlike atoms form a bond. Start with the electrons in the lowest site orbitals. Mixing the orbitals lowers the energy, but it can move some charge from a deeper site orbital to a shallower one, which costs energy. The integrated crystal orbital Hamilton population, ICOHP, is often read as a bond strength. Does it include that cost?

A: No, and the omission has a definite sign. Take non-interacting electrons in a finite orthonormal basis, with Hamiltonian $H$ and the $n$ lowest levels filled. Let $P$ be the projector onto the filled levels, and let $E_0$ be the sum of the $n$ smallest diagonal entries of $H$. Then

$$\sum_{m\neq k}P_{mk}H_{km}\;\le\;\operatorname{tr}(PH)-E_0\;\le\;0 .$$

Within this model, a bonding analysis that adds up the ICOHPs of all orbital pairs, on the same atom or not, and counts each pair as both $mk$ and $km$, never understates the energy gained relative to $E_0$, and it may overstate it. A sum over pairs on different atoms only is not covered if orbitals on one atom are coupled.

Q: Derive it without any code first.

A: One lemma does the work twice. Let $e_i$ be energies, $T$ a set of $n$ lowest ones, and $w_i\in[0,1]$ occupations with $\sum_i w_i=n$. Then $\sum_{i\in T}e_i\le\sum_i w_ie_i$. For $n=0$ all $w_i$ vanish and both sides are zero. Otherwise let $\mu$ be the highest energy in $T$. Inside $T$ we have $e_i-\mu\le0$ and $w_i\le1$, so $e_i-\mu\le w_i(e_i-\mu)$. Outside $T$ we have $e_i\ge\mu$, so $0\le w_i(e_i-\mu)$. Summing over all $i$ gives

$$\sum_{i\in T}e_i-n\mu\le\sum_iw_ie_i-n\mu .$$

Now let $C_{mi}$ be the coefficient of basis orbital $m$ in eigenvector $i$, with level $\varepsilon_i$, and let $S$ be the set of filled levels. Then $P_{mk}=\sum_{i\in S}C_{mi}C_{ki}^*$. Since $C$ is unitary, the weights $|C_{mi}|^2$ add up to one over $m$ and also over $i$.

For the first inequality, split the trace:

$$\operatorname{tr}(PH)=\sum_{m\ne k}P_{mk}H_{km}+\sum_mP_{mm}H_{mm}.$$

The populations $P_{mm}=\sum_{i\in S}|C_{mi}|^2$ lie between 0 and 1 and add up to $n$. By the lemma, the last sum is at least $E_0$.

For the second, use $HC=C\,\mathrm{diag}(\varepsilon)$:

$$\operatorname{tr}(PH)=\sum_m\sum_{i\in S}\varepsilon_i|C_{mi}|^2=\sum_{i\in S}\varepsilon_i,\qquad H_{mm}=\sum_i|C_{mi}|^2\varepsilon_i .$$

With $T$ now the set of $n$ lowest site orbitals, $E_0=\sum_i v_i\varepsilon_i$, where $v_i=\sum_{m\in T}|C_{mi}|^2$. These $v_i$ are again between 0 and 1 with sum $n$, so the lemma applied to the levels gives $\operatorname{tr}(PH)\le E_0$.

Q: Then show me that the Lean version speaks about the same objects. Where is the Hermitian Hamiltonian?

A: The finite type `ι` labels both the basis orbitals and the levels.

```lean
import Mathlib

open Matrix Finset

namespace ICOHPBondEnergy

noncomputable section

variable {ι : Type*} [Fintype ι] [DecidableEq ι]
```

Hermiticity enters through the eigenbasis.

```lean
/-- The columns of `C` are orthonormal eigenvectors of `H` with real levels `ε`. -/
structure IsEigenbasis (H C : Matrix ι ι ℂ) (ε : ι → ℝ) : Prop where
  orthonormal : Cᴴ * C = 1
  eigen : H * C = C * diagonal (fun i => (ε i : ℂ))
```

The first field makes the columns of `C` orthonormal, and the second is the eigenvalue equation. With real `ε` they give $H=C\,\mathrm{diag}(\varepsilon)\,C^\dagger$, which is Hermitian. Conversely, the spectral theorem supplies such a `C` and `ε` for every Hermitian matrix.

Q: Nothing there sorts the levels. What does "lowest" mean when the Fermi level is degenerate?

A: It means that nothing inside the set lies above anything outside it.

```lean
/-- No energy inside the set `S` lies above an energy outside it. -/
def IsLowest {ι : Type*} (e : ι → ℝ) (S : Finset ι) : Prop :=
  ∀ i ∈ S, ∀ j, j ∉ S → e i ≤ e j
```

Ties are allowed. If a degenerate level is partly filled, $P$ depends on which eigenvectors are chosen, and the bound holds for each choice. The same predicate serves levels and site energies.

Q: And the populations?

A: `density` is the one-electron density matrix $P$, not a density in real space.

```lean
/-- The density matrix built from the columns of `C` that are listed in `S`. -/
def density {ι : Type*} (C : Matrix ι ι ℂ) (S : Finset ι) : Matrix ι ι ℂ :=
  Matrix.of fun m k => ∑ i ∈ S, C m i * star (C k i)
```

Each column listed in `S` holds one electron. For spin, let the basis consist of spin orbitals.

```lean
/-- The band energy, the real part of `tr(PH)`. -/
def bandEnergy (P H : Matrix ι ι ℂ) : ℝ := (trace (P * H)).re

/-- The total off-diagonal ICOHP, the real part of the sum of `P m k * H k m` over `m ≠ k`. -/
def totalICOHP (P H : Matrix ι ι ℂ) : ℝ :=
  ∑ m, ∑ k ∈ univ.erase m, (P m k * H k m).re
```

The ICOHP is defined directly as the integrated quantity, with no energy-resolved curve. The sum runs over ordered pairs of different orbitals, on the same atom or not, so each pair enters twice, as $mk$ and as $km$. Negative values are bonding. For Hermitian $H$ both totals are real already, so taking real parts loses nothing.

Q: What exactly does the main theorem assume and conclude?

A: `icohp_le_bond_energy` assumes an eigenbasis of `H`, a lowest set `S` of levels, a lowest set `T` of diagonal energies, and `S.card = T.card`, which is the common electron number $n$. Its conclusion is the pair of inequalities above, with $E_0$ written as the sum of `(H m m).re` over `T`.

Q: The name says "bond energy". A chemist would measure that from separated neutral atoms.

A: That is the step the hypotheses leave open: replacing $E_0$ by the energy of the separated atoms. The $H_{mm}$ belong to the bonded system, $E_0$ puts electrons in the lowest site orbitals even if that makes ions, and a total energy also contains repulsion and interaction terms. With a neutral reference the first inequality can fail, as the dimer at the end will show. A non-orthogonal basis would also need an overlap matrix, which is absent here.

Q: Fair. How does the proof begin?

A: With the filling lemma.

```lean
/-- Fractional occupations between 0 and 1 that add up to the size of a lowest set `T`
cost at least the energy of filling `T`. -/
theorem filling_bound {e w : ι → ℝ} {T : Finset ι} (hT : IsLowest e T)
    (h0 : ∀ i, 0 ≤ w i) (h1 : ∀ i, w i ≤ 1) (hw : ∑ i, w i = (T.card : ℝ)) :
    ∑ i ∈ T, e i ≤ ∑ i, w i * e i := by
  rcases T.eq_empty_or_nonempty with rfl | hne
  · have hz : ∀ i ∈ univ, w i = 0 :=
      (Finset.sum_eq_zero_iff_of_nonneg (fun i _ => h0 i)).1 (by simpa using hw)
    have hs : ∑ i, w i * e i = 0 :=
      Finset.sum_eq_zero fun i hi => by rw [hz i hi, zero_mul]
    rw [hs, Finset.sum_empty]
  · -- the highest energy in `T` plays the role of the Fermi level
    obtain ⟨a, ha, hmax⟩ := T.exists_max_image e hne
    have key : ∀ i, (if i ∈ T then e i else 0) - (if i ∈ T then e a else 0)
        ≤ w i * e i - w i * e a := by
      intro i
      by_cases hi : i ∈ T
      · rw [if_pos hi, if_pos hi]
        nlinarith [mul_nonneg (sub_nonneg.2 (h1 i)) (sub_nonneg.2 (hmax i hi))]
      · rw [if_neg hi, if_neg hi]
        nlinarith [mul_nonneg (h0 i) (sub_nonneg.2 (hT a ha i hi))]
    have hsum := Finset.sum_le_sum (fun i (_ : i ∈ univ) => key i)
    simp only [Finset.sum_sub_distrib, ← Finset.sum_mul, hw, Finset.sum_ite_mem,
      Finset.univ_inter, Finset.sum_const, nsmul_eq_mul] at hsum
    linarith
```

The empty set is treated separately. Otherwise `exists_max_image` picks the orbital `a` whose energy is our $\mu$. The statement `key` is the termwise inequality, with one case inside `T` and one outside. In each, `nlinarith` receives the product of two non-negative factors that we used. Summation then cancels $n\mu$.

Next come the two normalisations.

```lean
/-- Each column of a matrix with orthonormal columns has weights that add up to one. -/
theorem column_weight {C : Matrix ι ι ℂ} (h : Cᴴ * C = 1) (i : ι) :
    ∑ m, Complex.normSq (C m i) = 1 := by
  have hi := congrFun (congrFun h i) i
  rw [Matrix.mul_apply, Matrix.one_apply_eq] at hi
  apply Complex.ofReal_injective
  rw [Complex.ofReal_sum, Complex.ofReal_one]
  refine Eq.trans (Finset.sum_congr rfl fun m _ => ?_) hi
  rw [Complex.normSq_eq_conj_mul_self]
  rfl

/-- Each row of a square matrix with orthonormal columns has weights that add up to one. -/
theorem row_weight {C : Matrix ι ι ℂ} (h : Cᴴ * C = 1) (m : ι) :
    ∑ i, Complex.normSq (C m i) = 1 := by
  have hm := column_weight (C := Cᴴ)
    (by rw [conjTranspose_conjTranspose]; exact mul_eq_one_comm.mp h) m
  simpa [conjTranspose_apply] using hm
```

The column statement is the diagonal of $C^\dagger C=1$. For rows, the square shape of `C` gives $CC^\dagger=1$, and the column result is applied to $C^\dagger$.

Q: Where is the energy split?

A: Here, followed by the fact that $P_{mm}$ is a real population multiplying the site energy.

```lean
/-- The band energy is the total ICOHP plus the on-site energy. -/
theorem band_eq_icohp_add_onsite (P H : Matrix ι ι ℂ) :
    bandEnergy P H = totalICOHP P H + ∑ m, (P m m * H m m).re := by
  unfold bandEnergy totalICOHP
  rw [Matrix.trace, Complex.re_sum, ← Finset.sum_add_distrib]
  refine Finset.sum_congr rfl fun m _ => ?_
  rw [Finset.sum_erase_add _ _ (mem_univ m), Matrix.diag_apply, Matrix.mul_apply,
    Complex.re_sum]

omit [Fintype ι] [DecidableEq ι] in
/-- The on-site energy of an orbital is its population times its diagonal energy. -/
theorem onsite_eq (C H : Matrix ι ι ℂ) (S : Finset ι) (m : ι) :
    (density C S m m * H m m).re = (∑ i ∈ S, Complex.normSq (C m i)) * (H m m).re := by
  have hd : density C S m m = ((∑ i ∈ S, Complex.normSq (C m i) : ℝ) : ℂ) := by
    rw [Complex.ofReal_sum]
    exact Finset.sum_congr rfl fun i _ => Complex.mul_conj (C m i)
  rw [hd, Complex.re_ofReal_mul]
```

The split holds for any two matrices, because it only separates the terms $k=m$ from the rest.

Q: And the sum of occupied levels?

A: The next proof turns $\operatorname{tr}(PH)$ into $\operatorname{tr}(HP)$, so that $H$ acts on the eigenvectors. Its `key` gives each diagonal entry as $\sum_{i\in S}\varepsilon_i|C_{mi}|^2$, and the column normalisation removes the sum over $m$.

```lean
/-- For the density matrix of occupied eigenvectors, the band energy is the sum of the
occupied levels. -/
theorem band_eq_sum_levels {H C : Matrix ι ι ℂ} {ε : ι → ℝ} (h : IsEigenbasis H C ε)
    (S : Finset ι) : bandEnergy (density C S) H = ∑ i ∈ S, ε i := by
  have key : ∀ m, (H * density C S) m m
      = ((∑ i ∈ S, ε i * Complex.normSq (C m i) : ℝ) : ℂ) := by
    intro m
    simp only [Matrix.mul_apply, density, Matrix.of_apply, Finset.mul_sum]
    rw [Finset.sum_comm, Complex.ofReal_sum]
    refine Finset.sum_congr rfl fun i _ => ?_
    have hi := congrFun (congrFun h.eigen m) i
    rw [Matrix.mul_diagonal, Matrix.mul_apply] at hi
    simp only [← mul_assoc, ← Finset.sum_mul]
    rw [hi, Complex.ofReal_mul, Complex.normSq_eq_conj_mul_self, Complex.star_def]
    ring
  unfold bandEnergy
  rw [Matrix.trace_mul_comm, Matrix.trace, Complex.re_sum]
  simp only [Matrix.diag_apply, key, Complex.ofReal_re]
  rw [Finset.sum_comm]
  refine Finset.sum_congr rfl fun i _ => ?_
  rw [← Finset.mul_sum, column_weight h.orthonormal, mul_one]
```

The second inequality follows.

```lean
/-- Filling the lowest levels costs no more than the diagonal energies of any equally
large set of basis orbitals. -/
theorem band_le_site_energy {H C : Matrix ι ι ℂ} {ε : ι → ℝ} {S T : Finset ι}
    (h : IsEigenbasis H C ε) (hS : IsLowest ε S) (hc : S.card = T.card) :
    bandEnergy (density C S) H ≤ ∑ m ∈ T, (H m m).re := by
  have hH : H = C * diagonal (fun i => (ε i : ℂ)) * Cᴴ := by
    rw [← h.eigen, Matrix.mul_assoc, mul_eq_one_comm.mp h.orthonormal, Matrix.mul_one]
  -- a diagonal entry of `H` is a weighted average of the levels
  have hd : ∀ m, (H m m).re = ∑ i, Complex.normSq (C m i) * ε i := by
    intro m
    rw [hH, Matrix.mul_apply, Complex.re_sum]
    refine Finset.sum_congr rfl fun i _ => ?_
    rw [Matrix.mul_diagonal, conjTranspose_apply]
    simp [Complex.normSq_apply]
    ring
  rw [band_eq_sum_levels h, Finset.sum_congr rfl fun m _ => hd m, Finset.sum_comm]
  simp only [← Finset.sum_mul]
  refine filling_bound hS (fun i => Finset.sum_nonneg fun m _ => Complex.normSq_nonneg _)
    (fun i => ?_) ?_
  · rw [← column_weight h.orthonormal i]
    exact Finset.sum_le_sum_of_subset_of_nonneg (Finset.subset_univ T)
      fun m _ _ => Complex.normSq_nonneg _
  · rw [Finset.sum_comm, Finset.sum_congr rfl fun m _ => row_weight h.orthonormal m, hc]
    simp
```

Here `hH` reconstructs $H$ from its levels, and `hd` writes $H_{mm}$ as a weighted average. After the sums are exchanged, `filling_bound` is applied with the weights $v_i$. This theorem allows any `T` of the right size, lowest or not.

Q: So the main theorem only has to combine these.

A: Yes. `hf` applies the filling lemma to the populations, `hb` is the energy split, and `linarith` subtracts one from the other.

```lean
/-- With the lowest levels of `H` filled, and `T` an equally large set of orbitals of lowest
diagonal energy, the total ICOHP is at most the band energy minus the energy of `T`, and
this difference is at most zero. -/
theorem icohp_le_bond_energy {H C : Matrix ι ι ℂ} {ε : ι → ℝ} {S T : Finset ι}
    (h : IsEigenbasis H C ε) (hS : IsLowest ε S)
    (hT : IsLowest (fun m => (H m m).re) T) (hc : S.card = T.card) :
    totalICOHP (density C S) H ≤ bandEnergy (density C S) H - ∑ m ∈ T, (H m m).re ∧
      bandEnergy (density C S) H - ∑ m ∈ T, (H m m).re ≤ 0 := by
  refine ⟨?_, sub_nonpos.2 (band_le_site_energy h hS hc)⟩
  -- the populations are admissible fractional occupations of the basis orbitals
  have hf := filling_bound (w := fun m => ∑ i ∈ S, Complex.normSq (C m i)) hT
    (fun m => Finset.sum_nonneg fun i _ => Complex.normSq_nonneg _)
    (fun m => by
      rw [← row_weight h.orthonormal m]
      exact Finset.sum_le_sum_of_subset_of_nonneg (Finset.subset_univ S)
        fun i _ _ => Complex.normSq_nonneg _)
    (by
      rw [Finset.sum_comm, Finset.sum_congr rfl fun i _ => column_weight h.orthonormal i,
        ← hc]
      simp)
  have hb := band_eq_icohp_add_onsite (density C S) H
  simp only [onsite_eq] at hb
  linarith
```

The assumption `hS`, that the lowest levels are filled, is used only for the second inequality.

Q: When does ICOHP equal the energy gain?

A: One case is equal site energies, as in a Hückel model of a pure carbon $\pi$ system, where $\alpha$ is the energy of an electron in an isolated site orbital of the model. Moving charge between sites then costs nothing: the on-site energy is $n\alpha$ for any populations with sum $n$.

```lean
/-- If the real parts of all diagonal entries of `H` equal `α` and the columns of `C` are
orthonormal, the total ICOHP equals the band energy minus `α` per occupied column. -/
theorem icohp_eq_of_uniform_sites {H C : Matrix ι ι ℂ} (hC : Cᴴ * C = 1) (S : Finset ι)
    {α : ℝ} (hα : ∀ m, (H m m).re = α) :
    totalICOHP (density C S) H = bandEnergy (density C S) H - S.card * α := by
  have hb := band_eq_icohp_add_onsite (density C S) H
  simp only [onsite_eq, hα] at hb
  rw [← Finset.sum_mul, Finset.sum_comm,
    Finset.sum_congr rfl fun i _ => column_weight hC i] at hb
  simp only [Finset.sum_const, nsmul_eq_mul, mul_one] at hb
  linarith
```

This needs orthonormal columns but no particular filling; the columns need not even be eigenvectors.

Q: Give me a case where both inequalities are strict.

A: Take two sites with energies $-9$ and $-16$, coupling $-12$ and one electron, in arbitrary energy units. Lean numbers the sites 0 and 1.

```lean
/-- The Hamiltonian of a dimer with unequal sites. -/
def dimerH : Matrix (Fin 2) (Fin 2) ℂ := !![-9, -12; -12, -16]

/-- The orbital coefficients of the dimer. -/
def dimerC : Matrix (Fin 2) (Fin 2) ℂ := !![3/5, -4/5; 4/5, 3/5]
```

The filled level is $-25$, with normalised coefficients $(3/5,\,4/5)$. The ICOHP is $2\cdot\tfrac{12}{25}\cdot(-12)=-\tfrac{288}{25}=-11.52$. Since $E_0=-16$, the energy gain is $-25+16=-9$, and indeed $-11.52<-9<0$. The gap of $2.52$ is the cost of placing $9/25$ of an electron on a site that lies higher by 7.

Q: And the neutral reference you warned about?

A: That is a side calculation with the same numbers. Put two electrons of opposite spin in the lower level. The ICOHP doubles to $-23.04$ and the band energy to $-50$. One electron on each site costs $-25$, so the gain relative to neutral sites is $-25$, which lies below the ICOHP. Relative to $E_0=-32$ the gain is $-18$, and the bound holds.

The theorem below concerns the one-electron dimer. In its docstring, "level 0" means the level with index 0, whose energy is $-25$. It checks the eigenbasis and the two lowest sets, which both have one element, takes the band energy from the occupied level, and obtains the ICOHP by subtracting the on-site energy $-337/25$.

```lean
/-- The columns of `dimerC` are an eigenbasis of the dimer with levels -25 and 0; level 0 is a
lowest level and site 1 has the lowest diagonal energy. With level 0 filled, the total ICOHP is
-288/25 and the band energy is -25. -/
theorem icohp_le_bond_energy_witness :
    IsEigenbasis dimerH dimerC ![-25, 0] ∧ IsLowest ![(-25 : ℝ), 0] {0} ∧
      IsLowest (fun m => (dimerH m m).re) {1} ∧
      totalICOHP (density dimerC {0}) dimerH = -288 / 25 ∧
      bandEnergy (density dimerC {0}) dimerH = -25 := by
  -- the orbital coefficients are real
  have c3 : (starRingEnd ℂ) 3 = 3 := Complex.ext (by simp) (by simp)
  have c4 : (starRingEnd ℂ) 4 = 4 := Complex.ext (by simp) (by simp)
  have c5 : (starRingEnd ℂ) 5 = 5 := Complex.ext (by simp) (by simp)
  have h : IsEigenbasis dimerH dimerC ![-25, 0] := by
    constructor
    · ext i j
      fin_cases i <;> fin_cases j <;>
        simp [dimerC, Matrix.mul_apply, Fin.sum_univ_two, c3, c4, c5] <;> norm_num
    · ext i j
      fin_cases i <;> fin_cases j <;>
        simp [dimerH, dimerC, Matrix.mul_apply, Fin.sum_univ_two] <;> norm_num
  have hE : bandEnergy (density dimerC {0}) dimerH = -25 := by
    rw [band_eq_sum_levels h]
    simp
  refine ⟨h, ?_, ?_, ?_, hE⟩
  · norm_num [IsLowest, Fin.forall_fin_two]
  · norm_num [IsLowest, Fin.forall_fin_two, dimerH]
  · have hv : ∑ m, (density dimerC {0} m m * dimerH m m).re = -337 / 25 := by
      simp only [onsite_eq, Fin.sum_univ_two, Finset.sum_singleton]
      norm_num [dimerH, dimerC, Complex.normSq_apply]
    have hb := band_eq_icohp_add_onsite (density dimerC {0}) dimerH
    rw [hE, hv] at hb
    linarith

end

end ICOHPBondEnergy
```

```lean
#print axioms ICOHPBondEnergy.icohp_le_bond_energy
#print axioms ICOHPBondEnergy.icohp_eq_of_uniform_sites
```

```
'ICOHPBondEnergy.icohp_le_bond_energy' depends on axioms: [propext, Classical.choice, Quot.sound]
'ICOHPBondEnergy.icohp_eq_of_uniform_sites' depends on axioms: [propext, Classical.choice, Quot.sound]
```
